# Asano contraction keeps a two-variable polynomial free of zeros in the open unit disc

In the Lee–Yang setting, `p + q x + r y + s x y` can be read as the partition polynomial of two spins with fugacities `x` and `y`, and Asano contraction merges the spins by keeping only the terms in which they agree, which gives `p + s z`. The lemma says that if the first polynomial has no zero with both variables in the open unit disc, then the second has none in that disc; the coefficients are arbitrary complex numbers. The attempt supposes `p + s z = 0` with `‖z‖ < 1` and takes the two roots `u` and `v` of the quadratic got by setting `x = y`. By hypothesis neither root lies in the open disc, yet their product is `-z`, whose norm is below one, and this is the contradiction sought.

Lean 4 with Mathlib refuses this proof:

```lean
import Mathlib

open Finset ComplexConjugate

namespace AsanoContraction

/-- Asano contraction: if `p + q x + r y + s x y` has no zero with both variables in the open
unit disc, then `p + s z` has no zero in the open unit disc. -/
theorem asano_contraction {p q r s z : ℂ}
    (h : ∀ x y : ℂ, ‖x‖ < 1 → ‖y‖ < 1 → p + q * x + r * y + s * x * y ≠ 0)
    (hz : ‖z‖ < 1) : p + s * z ≠ 0 := by
  intro h0
  have hp : p ≠ 0 := by simpa using h 0 0 (by simp) (by simp)
  have hs : s ≠ 0 := by
    rintro rfl
    exact hp (by simpa using h0)
  have h2 : 2 * s ≠ 0 := mul_ne_zero two_ne_zero hs
  -- the two roots of the diagonal polynomial `p + (q + r) u + s u ^ 2`
  obtain ⟨t, ht⟩ := IsAlgClosed.exists_pow_nat_eq ((q + r) ^ 2 - 4 * p * s) (n := 2) two_pos
  have root : ∀ u t : ℂ, t ^ 2 = (q + r) ^ 2 - 4 * p * s →
      2 * s * u = -(q + r) + t → 1 ≤ ‖u‖ := by
    intro u t ht hu
    by_contra hlt
    have hlt' : ‖u‖ < 1 := not_le.mp hlt
    apply h u u hlt' hlt'
    apply mul_left_cancel₀ (mul_ne_zero (four_ne_zero : (4 : ℂ) ≠ 0) hs)
    linear_combination (2 * s * u + (q + r) + t) * hu + ht
  obtain ⟨u, hu⟩ : ∃ u, 2 * s * u = -(q + r) + t := ⟨_, mul_inv_cancel_left₀ h2 _⟩
  obtain ⟨v, hv⟩ : ∃ v, 2 * s * v = -(q + r) + -t := ⟨_, mul_inv_cancel_left₀ h2 _⟩
  have huv : u * v = -z := by
    apply mul_left_cancel₀ (mul_ne_zero (four_ne_zero : (4 : ℂ) ≠ 0) (pow_ne_zero 2 hs))
    linear_combination (2 * s * v) * hu + (-(q + r) + t) * hv - ht + 4 * s * h0
  have hn : ‖u‖ * ‖v‖ = ‖z‖ := by rw [← norm_mul, huv, norm_neg]
  have hu1 := root u t ht hu
  have hv1 := root v (-t) (by rw [neg_sq, ht]) hv
  nlinarith

end AsanoContraction
```

Compiling this gives:

```
Main.lean:26:41: error(lean.synthInstanceFailed): failed to synthesize instance of type class
  NeZero 4

Hint: Type class instance resolution failures can be inspected with the `set_option trace.Meta.synthInstance true` command.
Main.lean:31:41: error(lean.synthInstanceFailed): failed to synthesize instance of type class
  NeZero 4

Hint: Type class instance resolution failures can be inspected with the `set_option trace.Meta.synthInstance true` command.
```

Cause. Both messages report the same fault at two places. The lemma `four_ne_zero` takes the fact that 4 is nonzero from a type class instance, `NeZero 4`, which Lean must find by itself. Here the 4 is a complex number, and the search for that instance failed. The messages don't show why the search failed, only that it did; they don't mean that the inequality is false.

The inequality is needed because the proof cancels a factor of `4 * s` in one place and `4 * s ^ 2` in the other, and `mul_left_cancel₀` asks for a proof that the factor is nonzero. The repair replaces `four_ne_zero` with `by norm_num` in both places. That tactic proves `(4 : ℂ) ≠ 0` as a statement about numerals, so the term no longer depends on the instance that `four_ne_zero` asked for. The rest of the argument is unchanged.

Fix (accepted with no message):

```diff
@@ -24,10 +24,10 @@
     have hlt' : ‖u‖ < 1 := not_le.mp hlt
     apply h u u hlt' hlt'
-    apply mul_left_cancel₀ (mul_ne_zero (four_ne_zero : (4 : ℂ) ≠ 0) hs)
+    apply mul_left_cancel₀ (mul_ne_zero (by norm_num : (4 : ℂ) ≠ 0) hs)
     linear_combination (2 * s * u + (q + r) + t) * hu + ht
   obtain ⟨u, hu⟩ : ∃ u, 2 * s * u = -(q + r) + t := ⟨_, mul_inv_cancel_left₀ h2 _⟩
   obtain ⟨v, hv⟩ : ∃ v, 2 * s * v = -(q + r) + -t := ⟨_, mul_inv_cancel_left₀ h2 _⟩
   have huv : u * v = -z := by
-    apply mul_left_cancel₀ (mul_ne_zero (four_ne_zero : (4 : ℂ) ≠ 0) (pow_ne_zero 2 hs))
+    apply mul_left_cancel₀ (mul_ne_zero (by norm_num : (4 : ℂ) ≠ 0) (pow_ne_zero 2 hs))
     linear_combination (2 * s * v) * hu + (-(q + r) + t) * hv - ht + 4 * s * h0
   have hn : ‖u‖ * ‖v‖ = ‖z‖ := by rw [← norm_mul, huv, norm_neg]
```
